# For Hermitian \(H\), positive semidefinite \(W\) and \(\eta>0\), no eigenvalue of the matrix \(H-i\eta W\) has a positive imaginary part

States are taken here as coordinate vectors in a finite orthonormal basis, so that the Hamiltonian \(H\) and the absorbing potential \(W\) are complex square matrices and two states \(r\) and \(s\) have the overlap \(\langle r,s\rangle=\sum_i r_i^*s_i\). For Hermitian \(H\), positive semidefinite \(W\) and \(\eta>0\), the file proves that an eigenvalue \(E\) of \(H-i\eta W\) satisfies \(\operatorname{Im}E\le 0\), and that it is real exactly when \(W\) annihilates the eigenvector.

```lean
import Mathlib

open Matrix
open scoped ComplexOrder

namespace ComplexAbsorbingPotential

noncomputable section

variable {n : Type*} [Fintype n]

/-- The Hamiltonian `H - i η W` with absorbing potential `W` of strength `η`. -/
def capHamiltonian (H W : Matrix n n ℂ) (η : ℝ) : Matrix n n ℂ :=
  H - (Complex.I * (η : ℂ)) • W

/-- The absorbing Hamiltonian acts on a state as `H r - i η W r`. -/
theorem capHamiltonian_mulVec (H W : Matrix n n ℂ) (η : ℝ) (r : n → ℂ) :
    capHamiltonian H W η *ᵥ r = H *ᵥ r - (Complex.I * (η : ℂ)) • (W *ᵥ r) := by
  rw [capHamiltonian, Matrix.sub_mulVec, Matrix.smul_mulVec]

private lemma hermitian_move {A : Matrix n n ℂ} (hA : A.IsHermitian) (r s : n → ℂ) :
    star (A *ᵥ r) ⬝ᵥ s = star r ⬝ᵥ (A *ᵥ s) := by
  rw [Matrix.star_mulVec, hA.eq, Matrix.dotProduct_mulVec]

private lemma self_overlap_pos {r : n → ℂ} (hr : r ≠ 0) : 0 < (star r ⬝ᵥ r).re := by
  have h : (star r ⬝ᵥ r).re = ∑ i, Complex.normSq (r i) := by
    simp only [dotProduct, Pi.star_apply, Complex.re_sum]
    refine Finset.sum_congr rfl fun i _ => ?_
    simp [Complex.normSq_apply, Complex.mul_re]
  obtain ⟨i, hi⟩ := Function.ne_iff.mp hr
  rw [h]
  exact Finset.sum_pos' (fun j _ => Complex.normSq_nonneg _)
    ⟨i, Finset.mem_univ i, Complex.normSq_pos.mpr hi⟩

/-- The overlap of two eigenvectors of the absorbing Hamiltonian is tied to the matrix
element of the absorber between them: `(F - E*) ⟨r, s⟩ = -2 i η ⟨r, W s⟩`. -/
theorem overlap_identity {H W : Matrix n n ℂ} (hH : H.IsHermitian) (hW : W.IsHermitian)
    {η : ℝ} {E F : ℂ} {r s : n → ℂ} (hr : capHamiltonian H W η *ᵥ r = E • r)
    (hs : capHamiltonian H W η *ᵥ s = F • s) :
    (F - star E) * (star r ⬝ᵥ s) = -2 * (Complex.I * (η : ℂ)) * (star r ⬝ᵥ (W *ᵥ s)) := by
  -- let the Hamiltonian act to the right, then to the left
  have h1 := congrArg (fun v => star r ⬝ᵥ v) hs
  have h2 := congrArg (fun v => star v ⬝ᵥ s) hr
  simp only [capHamiltonian_mulVec, dotProduct_sub, dotProduct_smul, smul_eq_mul] at h1
  simp only [capHamiltonian_mulVec, star_sub, star_smul, sub_dotProduct, smul_dotProduct,
    smul_eq_mul, hermitian_move hH, hermitian_move hW] at h2
  have hI : star (Complex.I * (η : ℂ)) = -(Complex.I * (η : ℂ)) := by
    apply Complex.ext <;> simp
  rw [hI] at h2
  linear_combination h2 - h1

/-- The imaginary part of the energy, times the squared norm of the state, equals minus `η` times
the matrix element `⟨r, W r⟩` of the absorber in that state. -/
theorem absorption_balance {H W : Matrix n n ℂ} (hH : H.IsHermitian) (hW : W.IsHermitian)
    {η : ℝ} {E : ℂ} {r : n → ℂ} (hr : capHamiltonian H W η *ᵥ r = E • r) :
    (E.im : ℂ) * (star r ⬝ᵥ r) = -((η : ℂ) * (star r ⬝ᵥ (W *ᵥ r))) := by
  have h := overlap_identity hH hW hr hr
  have hE : E - star E = 2 * (E.im : ℂ) * Complex.I := by
    apply Complex.ext <;> simp
    ring
  rw [hE] at h
  have h2 : (2 * Complex.I : ℂ) ≠ 0 := mul_ne_zero two_ne_zero Complex.I_ne_zero
  apply mul_left_cancel₀ h2
  linear_combination h

private lemma balance_re {H W : Matrix n n ℂ} (hH : H.IsHermitian) (hW : W.IsHermitian)
    {η : ℝ} {E : ℂ} {r : n → ℂ} (hr : capHamiltonian H W η *ᵥ r = E • r) :
    E.im * (star r ⬝ᵥ r).re = -(η * (star r ⬝ᵥ (W *ᵥ r)).re) := by
  have h := congrArg Complex.re (absorption_balance hH hW hr)
  rwa [Complex.neg_re, Complex.re_ofReal_mul, Complex.re_ofReal_mul] at h

private lemma absorber_vanishes {H W : Matrix n n ℂ} (hH : H.IsHermitian)
    (hW : W.PosSemidef) {η : ℝ} (hη : 0 < η) {E : ℂ} {r : n → ℂ}
    (hr : capHamiltonian H W η *ᵥ r = E • r) (hE : E.im = 0) : W *ᵥ r = 0 := by
  have h := absorption_balance hH hW.isHermitian hr
  rw [hE, Complex.ofReal_zero, zero_mul] at h
  have hη' : (η : ℂ) ≠ 0 := Complex.ofReal_ne_zero.mpr hη.ne'
  have h0 : star r ⬝ᵥ (W *ᵥ r) = 0 :=
    (mul_eq_zero.mp (neg_eq_zero.mp h.symm)).resolve_left hη'
  exact (hW.dotProduct_mulVec_zero_iff r).mp h0

/-- Every eigenvalue `E` of `H - i η W` has `Im E ≤ 0`; it is real exactly when the absorber
annihilates the eigenvector, which is then an eigenvector of `H` with the same energy. -/
theorem cap_eigenvalue {H W : Matrix n n ℂ} (hH : H.IsHermitian) (hW : W.PosSemidef)
    {η : ℝ} (hη : 0 < η) {E : ℂ} {r : n → ℂ} (hr0 : r ≠ 0)
    (hr : capHamiltonian H W η *ᵥ r = E • r) :
    E.im ≤ 0 ∧ (E.im = 0 ↔ W *ᵥ r = 0) ∧ (W *ᵥ r = 0 → H *ᵥ r = E • r) := by
  have hb := balance_re hH hW.isHermitian hr
  have hpos := self_overlap_pos hr0
  refine ⟨?_, ⟨absorber_vanishes hH hW hη hr, fun h => ?_⟩, fun h => ?_⟩
  · -- a positive imaginary part would contradict the positivity of the absorber
    have hq : 0 ≤ (star r ⬝ᵥ (W *ᵥ r)).re :=
      (Complex.le_def.mp (hW.dotProduct_mulVec_nonneg r)).1
    by_contra hE
    have h1 := mul_pos (not_le.mp hE) hpos
    have h2 := mul_nonneg hη.le hq
    linarith
  · rw [h, dotProduct_zero, Complex.zero_re, mul_zero, neg_zero] at hb
    exact (mul_eq_zero.mp hb).resolve_right hpos.ne'
  · rwa [capHamiltonian_mulVec, h, smul_zero, sub_zero] at hr

/-- At a real energy `ε`, the solutions of the absorbing eigenvalue equation are exactly the
solutions for `H` that the absorber annihilates. -/
theorem real_energy_iff {H W : Matrix n n ℂ} (hH : H.IsHermitian) (hW : W.PosSemidef)
    {η : ℝ} (hη : 0 < η) (ε : ℝ) (r : n → ℂ) :
    capHamiltonian H W η *ᵥ r = (ε : ℂ) • r ↔ H *ᵥ r = (ε : ℂ) • r ∧ W *ᵥ r = 0 := by
  constructor
  · intro hr
    have h := absorber_vanishes hH hW hη hr (Complex.ofReal_im ε)
    rw [capHamiltonian_mulVec, h, smul_zero, sub_zero] at hr
    exact ⟨hr, h⟩
  · rintro ⟨h1, h2⟩
    rw [capHamiltonian_mulVec, h2, smul_zero, sub_zero, h1]

/-- An eigenvector of the absorbing Hamiltonian with real energy is orthogonal to every
eigenvector with a different, possibly complex, energy. -/
theorem real_energy_orthogonal {H W : Matrix n n ℂ} (hH : H.IsHermitian)
    (hW : W.PosSemidef) {η : ℝ} (hη : 0 < η) {ε : ℝ} {F : ℂ} {r s : n → ℂ}
    (hr : capHamiltonian H W η *ᵥ r = (ε : ℂ) • r)
    (hs : capHamiltonian H W η *ᵥ s = F • s) (hF : F ≠ (ε : ℂ)) : star r ⬝ᵥ s = 0 := by
  have h := overlap_identity hH hW.isHermitian hr hs
  have hε : star (ε : ℂ) = (ε : ℂ) := Complex.conj_ofReal ε
  -- the absorber may act on the left state, which it annihilates
  rw [← hermitian_move hW.isHermitian, ((real_energy_iff hH hW hη ε r).mp hr).2,
    star_zero, zero_dotProduct, mul_zero, hε] at h
  exact (mul_eq_zero.mp h).resolve_left (sub_ne_zero.mpr hF)

/-- If the real part of `⟨x, W x⟩` is, for every vector `x`, at most `w` times the squared norm,
then every eigenvalue satisfies `Im E ≥ -η w`. -/
theorem decay_bound {H W : Matrix n n ℂ} (hH : H.IsHermitian) (hW : W.IsHermitian)
    {η w : ℝ} (hη : 0 < η)
    (hw : ∀ x : n → ℂ, (star x ⬝ᵥ (W *ᵥ x)).re ≤ w * (star x ⬝ᵥ x).re)
    {E : ℂ} {r : n → ℂ} (hr0 : r ≠ 0) (hr : capHamiltonian H W η *ᵥ r = E • r) :
    -(η * w) ≤ E.im := by
  have hb := balance_re hH hW hr
  have h1 := mul_le_mul_of_nonneg_left (hw r) hη.le
  refine le_of_mul_le_mul_right ?_ (self_overlap_pos hr0)
  linarith

/-- Two coupled sites with an absorber of strength `2` on the second one: `H` is Hermitian,
`W` is positive semidefinite, and `(1, -i)` is an eigenvector with energy `-i`. -/
theorem two_site_witness :
    (!![0, 1; 1, 0] : Matrix (Fin 2) (Fin 2) ℂ).IsHermitian ∧
    (!![0, 0; 0, 1] : Matrix (Fin 2) (Fin 2) ℂ).PosSemidef ∧
    capHamiltonian !![0, 1; 1, 0] !![0, 0; 0, 1] 2 *ᵥ ![1, -Complex.I]
      = (-Complex.I) • ![1, -Complex.I] := by
  refine ⟨?_, ?_, ?_⟩
  · ext i j
    fin_cases i <;> fin_cases j <;> simp [Matrix.conjTranspose_apply]
  · -- the absorber is a projector, hence of the form `Wᴴ W`
    have h := Matrix.posSemidef_conjTranspose_mul_self
      (!![0, 0; 0, 1] : Matrix (Fin 2) (Fin 2) ℂ)
    have e : (!![0, 0; 0, 1] : Matrix (Fin 2) (Fin 2) ℂ)ᴴ * !![0, 0; 0, 1]
        = !![0, 0; 0, 1] := by
      ext i j
      fin_cases i <;> fin_cases j <;>
        simp [Matrix.mul_apply, Fin.sum_univ_succ, Matrix.conjTranspose_apply]
    rwa [e] at h
  · rw [capHamiltonian_mulVec]
    ext i
    fin_cases i <;>
      simp [Complex.ext_iff]
    norm_num

end

end ComplexAbsorbingPotential
```

```lean
#print axioms ComplexAbsorbingPotential.cap_eigenvalue
#print axioms ComplexAbsorbingPotential.real_energy_orthogonal
#print axioms ComplexAbsorbingPotential.decay_bound
```

```
'ComplexAbsorbingPotential.cap_eigenvalue' depends on axioms: [propext, Classical.choice, Quot.sound]
'ComplexAbsorbingPotential.real_energy_orthogonal' depends on axioms: [propext, Classical.choice, Quot.sound]
'ComplexAbsorbingPotential.decay_bound' depends on axioms: [propext, Classical.choice, Quot.sound]
```

## Matrices, states and the sign of the absorber

The finite type `n` labels the basis functions. A state is a function `n → ℂ`, the product `*ᵥ` applies a matrix to it, and `star r ⬝ᵥ s` is the overlap \(\langle r,s\rangle\), conjugated in its first argument. The definition `capHamiltonian H W η` fixes the sign convention: the absorber enters as \(-i\eta W\), with a real strength \(\eta\).

The main theorem, `cap_eigenvalue`, assumes that \(H\) is Hermitian, that \(W\) is positive semidefinite (which in Mathlib includes being Hermitian), that \(\eta>0\), and that a nonzero \(r\) satisfies

\[
(H-i\eta W)\,r=E\,r .
\]

It has three conclusions: \(\operatorname{Im}E\le 0\); \(\operatorname{Im}E=0\) if and only if \(Wr=0\); and if \(Wr=0\), then \(Hr=Er\).

Together with \(\eta>0\), positive semidefiniteness means that the absorber can lower the norm of a state during its time evolution but never raise it. The strength \(\eta\) is a parameter of the calculation and not a property of the physical system. With the time factor \(e^{-iEt/\hbar}\), the squared norm of an eigenstate changes as \(e^{2\operatorname{Im}E\,t/\hbar}\), so a negative imaginary part means decay.

Nothing is assumed about the origin of \(H\), which may describe one particle or many interacting electrons in a finite basis. The theorems do not treat the limit of a complete basis or of vanishing \(\eta\), and they do not identify any eigenvalue with a physical resonance.

In finite-basis resonance calculations with a Hermitian Hamiltonian matrix, such as configuration interaction, an eigenvalue of \(H-i\eta W\) with an imaginary part that is positive beyond rounding error therefore points to a fault in the signs, the absorber matrix or the diagonalisation. Truncated equation-of-motion coupled cluster generally has a non-Hermitian effective Hamiltonian, so the sign result does not apply to it directly.

## One matrix element, evaluated from both sides

Let \(r\) and \(s\) be eigenvectors of \(H-i\eta W\) with eigenvalues \(E\) and \(F\). Taking the overlap of \(r\) with the equation for \(s\) gives

\[
\langle r,Hs\rangle-i\eta\langle r,Ws\rangle=F\langle r,s\rangle .
\]

Taking the overlap of the equation for \(r\) with \(s\) conjugates the scalars on the left. Since \(H\) and \(W\) are Hermitian, they can be moved onto \(s\):

\[
\langle r,Hs\rangle+i\eta\langle r,Ws\rangle=E^*\langle r,s\rangle .
\]

Subtracting the second equation from the first eliminates \(H\):

\[
(F-E^*)\langle r,s\rangle=-2i\eta\langle r,Ws\rangle .
\]

This is `overlap_identity`. In its proof, `h1` and `h2` are the two equations, `hermitian_move` carries a Hermitian matrix from one side of the overlap to the other, and `hI` records the conjugate of \(i\eta\). The final `linear_combination` is the subtraction.

For \(s=r\) and \(F=E\), the difference \(E-E^*\) equals \(2i\operatorname{Im}E\). Dividing by \(2i\) leaves

\[
\operatorname{Im}E\,\langle r,r\rangle=-\eta\langle r,Wr\rangle ,
\]

which is `absorption_balance`. For a normalised state, the imaginary part of the energy is thus minus \(\eta\) times the expectation value of the absorber. The lemma `balance_re` takes the real part of this equation, so that it can be used with real inequalities.

## The sign of the imaginary part and the real case

For \(r\ne0\), the squared norm \(\langle r,r\rangle=\sum_i|r_i|^2\) is positive, because at least one component is nonzero; this is `self_overlap_pos`. Positive semidefiniteness gives \(\langle r,Wr\rangle\ge0\). The right-hand side of the balance is then at most zero, and division by the squared norm gives \(\operatorname{Im}E\le0\). Lean argues by contradiction: if \(\operatorname{Im}E\) were positive, the left-hand side would be positive while the right-hand side is not, and `linarith` closes the case.

Suppose next that \(\operatorname{Im}E=0\). The balance becomes \(\eta\langle r,Wr\rangle=0\), and since \(\eta>0\), the expectation value vanishes. A positive semidefinite matrix can be written as \(W=B^\dagger B\), so

\[
0=\langle r,Wr\rangle=\langle Br,Br\rangle .
\]

Hence \(Br=0\) and \(Wr=B^\dagger Br=0\). The lemma `absorber_vanishes` follows this argument and takes the last implication from Mathlib's `dotProduct_mulVec_zero_iff`. Hermiticity of \(W\) alone would not be enough at this point, since an indefinite Hermitian matrix can have a vanishing expectation value in a state that it does not annihilate.

Conversely, if \(Wr=0\), the balance reads \(\operatorname{Im}E\,\langle r,r\rangle=0\), and the positive norm forces \(\operatorname{Im}E=0\). The absorber term also drops out of the eigenvalue equation, which leaves \(Hr=Er\).

## States that the absorber does not touch

Under the same assumptions on \(H\), \(W\) and \(\eta\), the theorem `real_energy_iff` turns this into an equivalence at a given real energy \(\varepsilon\):

\[
(H-i\eta W)r=\varepsilon r
\quad\Longleftrightarrow\quad
Hr=\varepsilon r\ \text{ and }\ Wr=0 .
\]

The forward direction uses `absorber_vanishes`, and the reverse direction is substitution. A bound state keeps a strictly real energy, with its eigenvector unchanged, only if the absorber annihilates it exactly; a small tail in the absorbing region with \(Wr\ne0\) is enough to prevent this.

Such a state is also orthogonal to every eigenvector \(s\) whose eigenvalue \(F\) differs from \(\varepsilon\), even if \(F\) is complex. Here \(\langle r,Ws\rangle=\langle Wr,s\rangle=0\), so the overlap identity reduces to \((F-\varepsilon)\langle r,s\rangle=0\), and the first factor is nonzero. This is `real_energy_orthogonal`. For two decaying states, the identity instead relates their overlap to the matrix element of \(W\) between them.

## A limit on the decay, and two sites with the energy \(-i\)

The theorem `decay_bound` assumes a real number \(w\) with \(\operatorname{Re}\langle x,Wx\rangle\le w\langle x,x\rangle\) for every state \(x\); the largest eigenvalue of \(W\) is such a number. Inserting this bound into the balance gives

\[
\operatorname{Im}E\,\langle r,r\rangle\ge-\eta w\langle r,r\rangle ,
\]

and cancelling the positive norm gives \(\operatorname{Im}E\ge-\eta w\). The theorem assumes that \(H\) and \(W\) are Hermitian and that \(\eta>0\), but not that \(W\) is positive semidefinite.

The theorem `two_site_witness` shows that strict decay occurs under the hypotheses of the main theorem. Two sites are coupled by a unit matrix element, and the second carries the absorber with \(\eta=2\):

\[
\begin{pmatrix}0&1\\1&-2i\end{pmatrix}
\begin{pmatrix}1\\-i\end{pmatrix}
=\begin{pmatrix}-i\\-1\end{pmatrix}
=-i\begin{pmatrix}1\\-i\end{pmatrix}.
\]

The normalised eigenvector is \((1,-i)/\sqrt2\). It has weight \(1/2\) on the absorbing site, so the balance gives \(\operatorname{Im}E=-2\cdot\tfrac12=-1\), as it should. The bound above, with \(w=1\), is \(-2\) and is not reached. The value \(\eta=2\) is special for these two sites: both eigenvalues coincide at \(-i\), and the matrix has only one independent eigenvector. For every other positive \(\eta\) there are two distinct eigenvalues. Lean checks the matrix entries one by one and obtains the positivity of the absorber from \(W=W^\dagger W\), which holds because \(W\) is a projector.

## The same problem in a non-orthogonal basis

Atomic orbitals usually overlap, and the model could carry their positive definite overlap matrix \(S\) explicitly. The eigenvalue equation would then be \((H-i\eta W)r=E\,Sr\), and the same derivation would lead to

\[
\operatorname{Im}E\,\langle r,Sr\rangle=-\eta\langle r,Wr\rangle .
\]

The sign of \(\operatorname{Im}E\) and the condition \(Wr=0\) for a real energy would stay the same, while the equation without the absorber would become \(Hr=E\,Sr\) and orthogonality would mean \(\langle r,Ss\rangle=0\). The file corresponds to \(S=1\), which is reached by orthonormalising the basis first.
